# Overlap matrices of equal-width Gaussians at two or more distinct centres on a line: positive definite at every exponent, with determinant tending to zero in the diffuse limit

**Q:** Let me fix what I mean first. I have N real positions x_i, with i = 0, …, N−1, and one exponent a > 0 shared by all functions. The basis functions of the real variable r are

g_i(r) = (2a/π)^(1/4) exp(−a(r − x_i)²)

and the overlap matrix S has the entries

S_ij = ∫ g_i(r) g_j(r) dr,

integrated over the whole line. A diffuse function is one with small a, since its width grows like 1/√a. Does the file speak about these objects, or about a matrix of exponentials that somebody has merely called an overlap?

**A:** About these objects. The file loads Mathlib and opens a namespace, and then it defines the function.

In Lean 4 with Mathlib:

```lean
import Mathlib

open Filter Topology Matrix

namespace DiffuseGaussianOverlap

noncomputable section

/-- The normalized one-dimensional Gaussian with exponent `a > 0` centred at `c`,
with prefactor the fourth root of `2a/π`. -/
def gaussian (a c r : ℝ) : ℝ :=
  Real.sqrt (Real.sqrt (2 * a / Real.pi)) * Real.exp (-a * (r - c) ^ 2)
```

The arguments of `gaussian a c r` are the exponent, the centre and the point of evaluation. The fourth root is written as two nested square roots. The matrix comes next, and its entries are integrals.

```lean
/-- The overlap matrix of Gaussians with common exponent `a` centred at the positions `x i`:
its entries are the integrals of products of two basis functions. -/
def overlap {N : ℕ} (a : ℝ) (x : Fin N → ℝ) : Matrix (Fin N) (Fin N) ℝ :=
  Matrix.of fun i j => ∫ r : ℝ, gaussian a (x i) r * gaussian a (x j) r
```

The positions are a function `x : Fin N → ℝ`, so the indices run from 0 to N−1 as yours do. Nothing in the definition requires the positions to be distinct or a to be positive. Those conditions appear as hypotheses in the theorems that use them.

**Q:** Then the closed form exp(−a(x_i − x_j)²/2) needs a derivation, and so does the claim that the functions are normalized.

**A:** One calculation gives both. Let m = (x_i + x_j)/2 be the midpoint. Completing the square gives

(r − x_i)² + (r − x_j)² = 2(r − m)² + (x_i − x_j)²/2.

The product of two Gaussians is therefore a Gaussian at the midpoint times a constant:

g_i(r) g_j(r) = √(2a/π) · exp(−a(x_i − x_j)²/2) · exp(−2a(r − m)²).

The remaining integral does not depend on m, and its value is √(π/(2a)). This cancels the prefactor, so

S_ij = exp(−a(x_i − x_j)²/2).

For i = j the right-hand side is 1, which is the normalization. In the file the two centres are called `b` and `c`.

```lean
/-- The overlap integral of two normalized Gaussians with exponent `a` centred at `b` and `c`
is `exp (-a (b - c)² / 2)`. -/
theorem integral_gaussian_mul {a : ℝ} (ha : 0 < a) (b c : ℝ) :
    ∫ r : ℝ, gaussian a b r * gaussian a c r = Real.exp (-a * (b - c) ^ 2 / 2) := by
  have hpi : Real.pi ≠ 0 := Real.pi_ne_zero
  -- Gaussian product rule: the product is a Gaussian at the midpoint
  have hpt : ∀ r : ℝ, gaussian a b r * gaussian a c r =
      (Real.sqrt (2 * a / Real.pi) * Real.exp (-a * (b - c) ^ 2 / 2)) *
        Real.exp (-(2 * a) * (r - (b + c) / 2) ^ 2) := by
    intro r
    have h1 := Real.mul_self_sqrt (Real.sqrt_nonneg (2 * a / Real.pi))
    have h2 : Real.exp (-a * (r - b) ^ 2) * Real.exp (-a * (r - c) ^ 2) =
        Real.exp (-a * (b - c) ^ 2 / 2) *
          Real.exp (-(2 * a) * (r - (b + c) / 2) ^ 2) := by
      rw [← Real.exp_add, ← Real.exp_add]
      congr 1
      ring
    unfold gaussian
    rw [mul_mul_mul_comm, h1, h2, mul_assoc]
  have hs : ∫ r : ℝ, Real.exp (-(2 * a) * (r - (b + c) / 2) ^ 2) =
      ∫ r : ℝ, Real.exp (-(2 * a) * r ^ 2) :=
    MeasureTheory.integral_sub_right_eq_self
      (fun r : ℝ => Real.exp (-(2 * a) * r ^ 2)) ((b + c) / 2)
  have h3 : Real.sqrt (2 * a / Real.pi) * Real.sqrt (Real.pi / (2 * a)) = 1 := by
    rw [← Real.sqrt_mul (by positivity),
      show 2 * a / Real.pi * (Real.pi / (2 * a)) = 1 by field_simp, Real.sqrt_one]
  simp_rw [hpt]
  rw [MeasureTheory.integral_const_mul, hs, integral_gaussian]
  linear_combination Real.exp (-a * (b - c) ^ 2 / 2) * h3
```

The step `hpt` is the product rule at each point r, `hs` shifts the integration variable by the midpoint, and `h3` says that the two square roots multiply to 1. Mathlib's `integral_gaussian` supplies the value of the centred integral. Applied to the matrix entries, the theorem reads as follows.

```lean
/-- For `a > 0`, the entries of the overlap matrix are `exp (-a (x i - x j)² / 2)`. -/
theorem overlap_apply {N : ℕ} {a : ℝ} (ha : 0 < a) (x : Fin N → ℝ) (i j : Fin N) :
    overlap a x i j = Real.exp (-a * (x i - x j) ^ 2 / 2) :=
  integral_gaussian_mul ha (x i) (x j)
```

**Q:** Fine, the entries are right. But a symmetric matrix with ones on the diagonal and positive numbers below one elsewhere can still have a negative eigenvalue. Where does positivity come from?

**A:** From writing the quadratic form as a sum of squares. Take real coefficients c_i; from here on c is this vector and no longer a centre. Split the exponent:

−a(x_i − x_j)²/2 = −a x_i²/2 − a x_j²/2 + a x_i x_j.

The first two terms each belong to one centre, so absorb them into weights w_i = c_i exp(−a x_i²/2). The quadratic form becomes

Σ_ij c_i S_ij c_j = Σ_ij w_i w_j exp(a x_i x_j).

Now expand the last exponential in its power series. The sums over i and j are finite, so they may be exchanged with the series:

Σ_ij c_i S_ij c_j = Σ_k (a^k/k!) Σ_ij w_i x_i^k w_j x_j^k = Σ_k (a^k/k!) (Σ_i w_i x_i^k)²,

where k runs over 0, 1, 2, … and x_i^0 = 1 even for a centre at the origin. Every term is non-negative.

```lean
/-- For `a > 0`, the quadratic form of the overlap matrix is the sum over `k` of `a ^ k / k!` times
the square of the moment `∑ i, c i * exp (-a (x i)² / 2) * (x i) ^ k`. -/
theorem overlap_hasSum {N : ℕ} {a : ℝ} (ha : 0 < a) (x c : Fin N → ℝ) :
    HasSum (fun k : ℕ => a ^ k / (k.factorial : ℝ) *
      (∑ i, c i * Real.exp (-a * x i ^ 2 / 2) * x i ^ k) ^ 2)
      (c ⬝ᵥ (overlap a x *ᵥ c)) := by
  have hexp : ∀ t : ℝ, HasSum (fun k : ℕ => t ^ k / (k.factorial : ℝ)) (Real.exp t) := by
    intro t
    rw [Real.exp_eq_exp_ℝ]
    exact NormedSpace.expSeries_div_hasSum_exp t
  -- expand the coupling factor exp (a x_i x_j) in every entry
  have h : HasSum (fun k : ℕ => ∑ i, ∑ j,
      (c i * Real.exp (-a * x i ^ 2 / 2) * (c j * Real.exp (-a * x j ^ 2 / 2))) *
        ((a * x i * x j) ^ k / (k.factorial : ℝ)))
      (∑ i, ∑ j,
      (c i * Real.exp (-a * x i ^ 2 / 2) * (c j * Real.exp (-a * x j ^ 2 / 2))) *
        Real.exp (a * x i * x j)) :=
    hasSum_sum fun i _ => hasSum_sum fun j _ => (hexp _).mul_left _
  convert h using 1
  · funext k
    rw [sq, Finset.sum_mul_sum, Finset.mul_sum]
    refine Finset.sum_congr rfl fun i _ => ?_
    rw [Finset.mul_sum]
    refine Finset.sum_congr rfl fun j _ => ?_
    rw [mul_pow, mul_pow]
    ring
  · simp only [dotProduct, Matrix.mulVec, Finset.mul_sum]
    refine Finset.sum_congr rfl fun i _ => Finset.sum_congr rfl fun j _ => ?_
    rw [overlap_apply ha, show -a * (x i - x j) ^ 2 / 2 =
      -a * x i ^ 2 / 2 + -a * x j ^ 2 / 2 + a * x i * x j by ring,
      Real.exp_add, Real.exp_add]
    ring
```

`HasSum` says that the series converges and that its sum is the stated value, here the quadratic form `c ⬝ᵥ (overlap a x *ᵥ c)`. In the proof, `hexp` is the exponential series and `h` is the expansion inserted into every entry. After `convert`, two identities remain: the k-th term is a^k/k! times the square of a moment, and the total is the quadratic form of S.

**Q:** That gives me non-negative. Positive definite is stronger: why can't all the moments vanish for some nonzero c?

**A:** Because the centres are distinct. Suppose Σ_i w_i x_i^k = 0 for every k. The first N of these equations, k = 0, …, N−1, form a linear system for the w_i whose matrix has the entries x_i^k. Its determinant is the Vandermonde product

∏_{i<j} (x_j − x_i),

which is nonzero for distinct centres. So all w_i vanish, and since the exponential factors are never zero, all c_i vanish as well. For a nonzero c at least one moment is therefore nonzero, and its term makes the sum strictly positive.

The converse also holds. If two centres coincide, S has two equal rows and its determinant is zero, whereas a positive definite matrix has a positive determinant.

```lean
/-- For every exponent `a > 0`, the overlap matrix is positive definite exactly when the
centres are pairwise distinct. -/
theorem overlap_posDef_iff {N : ℕ} {a : ℝ} (ha : 0 < a) (x : Fin N → ℝ) :
    (overlap a x).PosDef ↔ Function.Injective x := by
  constructor
  · -- coinciding centres give equal rows
    intro hp i j hij
    by_contra hne
    have hdet : (overlap a x).det = 0 := by
      refine Matrix.det_zero_of_row_eq hne ?_
      funext k
      rw [overlap_apply ha, overlap_apply ha, hij]
    exact hp.det_pos.ne' hdet
  · intro hx
    refine Matrix.posDef_iff_dotProduct_mulVec.mpr ⟨?_, ?_⟩
    · refine Matrix.IsHermitian.ext fun i j => ?_
      rw [overlap_apply ha, overlap_apply ha, star_trivial]
      congr 1
      ring
    · intro c hc
      -- some moment is nonzero, by the Vandermonde determinant
      have hk : ∃ k : ℕ, ∑ i, c i * Real.exp (-a * x i ^ 2 / 2) * x i ^ k ≠ 0 := by
        by_contra! h
        apply hc
        have hv : (fun i => c i * Real.exp (-a * x i ^ 2 / 2)) = 0 :=
          Matrix.eq_zero_of_vecMul_eq_zero (Matrix.det_vandermonde_ne_zero_iff.mpr hx) (by
            funext k
            simpa only [Matrix.vecMul, dotProduct, Matrix.vandermonde_apply,
              Pi.zero_apply] using h k)
        funext i
        have hi := congrFun hv i
        exact (mul_eq_zero.mp hi).resolve_right (Real.exp_ne_zero _)
      obtain ⟨k, hk⟩ := hk
      rw [star_trivial]
      exact lt_of_lt_of_le
        (mul_pos (by positivity) (lt_of_le_of_ne (sq_nonneg _) (pow_ne_zero 2 hk).symm))
        (le_hasSum (overlap_hasSum ha x c) k fun j _ => by positivity)
```

`PosDef` means that the matrix is symmetric, since everything here is real, and that its quadratic form is positive on nonzero vectors. `Function.Injective x` means that different indices have different positions. The first half of the proof is the equal-rows argument. In the second half, `hk` finds the nonvanishing moment by way of the Vandermonde matrix, and `le_hasSum` bounds the whole series from below by that one term.

The same argument gives a neighbouring result by hand: for a > 0 and distinct x_i, the matrix with entries exp(a x_i x_j) is positive definite too. One repeats the steps with c_i in place of w_i.

**Q:** Now the limit, where I am most suspicious. At a = 0 your prefactor (2a/π)^(1/4) is zero, so every basis function is zero and so is the matrix. Is the determinant going to zero just because the functions have been switched off?

**A:** No. The limit is taken along `𝓝[>] 0`, that is, through positive a only, and the value at a = 0 plays no part. For every positive a the diagonal entries are exactly 1, so the functions keep their norm all the way down.

What happens is that the off-diagonal entries approach 1 as well. The closed form exp(−a(x_i − x_j)²/2) is continuous in a, including at a = 0, where it equals 1 for all i and j. The determinant is a polynomial in the entries, so it is continuous too. For N ≥ 2 the all-ones matrix has two equal rows and determinant zero, hence

det S → 0 as a → 0⁺.

```lean
/-- For at least two centres, the determinant of the overlap matrix tends to zero as the
exponent tends to zero from above. -/
theorem det_overlap_tendsto_zero {N : ℕ} (hN : 2 ≤ N) (x : Fin N → ℝ) :
    Tendsto (fun a : ℝ => (overlap a x).det) (𝓝[>] 0) (𝓝 0) := by
  have hc : Continuous fun a : ℝ =>
      (Matrix.of fun i j : Fin N => Real.exp (-a * (x i - x j) ^ 2 / 2)).det := by
    refine Continuous.matrix_det (continuous_matrix fun i j => ?_)
    simp only [Matrix.of_apply]
    fun_prop
  -- at a = 0 the closed form is the all-ones matrix
  have h0 : (Matrix.of fun i j : Fin N =>
      Real.exp (-(0 : ℝ) * (x i - x j) ^ 2 / 2)).det = 0 := by
    refine Matrix.det_zero_of_row_eq
      (i := ⟨0, by omega⟩) (j := ⟨1, by omega⟩) (by simp) ?_
    funext k
    simp
  refine (tendsto_nhdsWithin_of_tendsto_nhds (hc.tendsto' 0 0 h0)).congr' ?_
  filter_upwards [self_mem_nhdsWithin] with a ha
  exact congrArg Matrix.det (Matrix.ext fun i j => (overlap_apply ha x i j).symm)
```

Here `hc` is the continuity of the determinant of the closed form, and `h0` is its value at a = 0. The last lines carry the limit over to the matrix of integrals, which agrees with the closed form for every a > 0. Distinctness is not assumed: if two centres coincide, the determinant is zero at every positive a and the limit holds trivially.

**Q:** And the condition N ≥ 2?

**A:** With a single centre the matrix is the number 1 for every a > 0. Its determinant is 1 and stays there, so the limit statement is false for N = 1. One normalized function has nothing to become dependent on.

**Q:** Then state the combined result for me, and tell me why this limit should worry anyone who runs calculations.

**A:** For at least two distinct centres, S is positive definite with positive determinant at every a > 0, and the determinant tends to zero as a → 0⁺ with the positions held fixed.

```lean
/-- For at least two distinct centres, the Gaussian overlap matrix is positive definite with
positive determinant at every exponent `a > 0`, and its determinant tends to zero as `a`
tends to zero from above. -/
theorem diffuse_limit {N : ℕ} (hN : 2 ≤ N) (x : Fin N → ℝ) (hx : Function.Injective x) :
    (∀ a : ℝ, 0 < a → (overlap a x).PosDef ∧ 0 < (overlap a x).det) ∧
      Tendsto (fun a : ℝ => (overlap a x).det) (𝓝[>] 0) (𝓝 0) :=
  ⟨fun _ ha => ⟨(overlap_posDef_iff ha x).mpr hx, ((overlap_posDef_iff ha x).mpr hx).det_pos⟩,
    det_overlap_tendsto_zero hN x⟩
```

The proof assembles the two previous theorems. As for the worry, the determinant is the product of the N eigenvalues, all of them positive, so the smallest one, λ, satisfies λ^N ≤ det S and must also tend to zero. If c is a normalized eigenvector for λ, then

∫ (Σ_i c_i g_i(r))² dr = λ,

so a combination with coefficients of unit length has almost no norm. In electronic structure calculations this is the near-linear dependence that makes orthogonalizing a diffuse basis ill-conditioned; the model here shows it for a finite set of one-dimensional Gaussians with one common exponent.

**Q:** I would like one case that I can check in full.

**A:** Take two centres. The diagonal entries are 1 and both off-diagonal entries are exp(−a(x_0 − x_1)²/2), so

det S = 1 − exp(−a(x_0 − x_1)²).

This is positive for distinct centres and goes to zero with a, as it should. The formula also holds for coinciding centres, where it gives zero. The formal proof expands the 2 × 2 determinant, inserts the closed form and combines the exponentials.

```lean
/-- For two centres and `a > 0`, the determinant of the overlap matrix is `1 - exp (-a (x 0 - x
1)²)`. -/
theorem det_overlap_two {a : ℝ} (ha : 0 < a) (x : Fin 2 → ℝ) :
    (overlap a x).det = 1 - Real.exp (-a * (x 0 - x 1) ^ 2) := by
  rw [Matrix.det_fin_two]
  simp only [overlap_apply ha]
  rw [← Real.exp_add, ← Real.exp_add]
  congr 1
  · rw [Real.exp_eq_one_iff]
    ring
  · congr 1
    ring

end

end DiffuseGaussianOverlap
```

```lean
#print axioms DiffuseGaussianOverlap.diffuse_limit
#print axioms DiffuseGaussianOverlap.det_overlap_two
```

```
'DiffuseGaussianOverlap.diffuse_limit' depends on axioms: [propext, Classical.choice, Quot.sound]
'DiffuseGaussianOverlap.det_overlap_two' depends on axioms: [propext, Classical.choice, Quot.sound]
```

**Q:** So what would I be wrong to read into it?

**A:** Three things. First, the setting is narrow: s-type functions on a line, with a single shared exponent. Mixed exponents, higher angular momentum and three dimensions are not treated, and neither are lattice sums over periodic images, so this is a finite cluster and not a crystal.

Second, for general N the theorem gives the limit of the determinant but no rate. It does not tell you at which exponent a given basis becomes troublesome. Nor does the size of the determinant alone: for large N it can be tiny although no eigenvalue is close to zero, so the number to watch is the smallest eigenvalue.

Third, positive definiteness is a statement about exact real numbers. A matrix that is positive definite at every a > 0 may still come out numerically singular in floating-point arithmetic once its smallest eigenvalue falls to the level of the rounding error.

**Q:** Then I withdraw the objection about the matrix. It is the overlap I would have written down, and it stays invertible for as long as a is positive and the centres are distinct.
